# The fourth-order Rayleigh–Schrödinger energy by excitation rank, for a reference that does not couple to singles

## One double and one triple

Take three states: a reference 0, a doubly excited state 1 and a triply excited state 2. Both excited states lie one energy unit above the reference. The perturbation couples 0 to 1 with strength 1 and 1 to 2 with strength 2, and all its other elements vanish.

The coefficient of the reference is kept at 1 (intermediate normalization), so the corrections to the wavefunction have no component on the reference. The triple does not couple to the reference, so the first-order wavefunction is \(c_1=(0,-1,0)\), with energies \(E_1=0\) and \(E_2=-1\). Applying the perturbation to \(c_1\) gives \((-1,0,-2)\), so the triple enters at second order: \(c_2=(0,0,2)\). It can lower the energy only by coupling back through the double. This gives \(c_3=(0,-3,0)\) and \(E_4=-3\).

The same number follows from \(c_1\) alone. The triple contributes \(-(-2)^2/1=-4\), and the norm term \(-E_2\lVert c_1\rVert^2\) contributes \(+1\).

## The rules of the model

Let \(i\) label a finite orthonormal basis of determinants with excitation ranks, and let \(o\) be the reference, the only state of rank 0. The Hamiltonian is \(H_0+\lambda V\), where \(H_0\) is diagonal. Its energies \(D_i\), measured from the reference, are positive for \(i\neq o\). The matrix \(V\) is real and symmetric and obeys two selection rules:

- \(V_{ij}=0\) when the ranks of \(i\) and \(j\) differ by more than two, as for a Hamiltonian with at most two-body interactions.
- \(V_{io}=0\) when \(i\) is a single. For a canonical Hartree–Fock reference with the Møller–Plesset partitioning, this is Brillouin's theorem.

Positive gaps mean that the reference is the nondegenerate ground state of \(H_0\).

For a canonical Hartree–Fock reference with real orbitals and the Møller–Plesset partitioning, the rank-three term derived below is the triples energy of fourth-order Møller–Plesset theory in the chosen finite basis. The (T) correction of the coupled-cluster method CCSD(T) contains a term of the same form, with coupled-cluster doubles amplitudes in place of the first-order ones.

## From the recursion to the fourth-order energy

Expand the wavefunction as \(\sum_n\lambda^n c_n\) and the energy as \(\sum_n\lambda^n E_n\), with \(E_0=0\). Intermediate normalization sets \(c_{0,i}=\delta_{io}\) and \(c_{n,o}=0\) for \(n\ge1\). At order \(n+1\) the Schrödinger equation reads

\[
D_i c_{n+1,i}+(Vc_n)_i=\sum_{k=0}^{n}E_{k+1}c_{n-k,i}.
\]

At \(i=o\) only \(k=n\) survives on the right, so \(E_{n+1}=(Vc_n)_o\). For \(i\ne o\), division by \(D_i\) gives \(c_{n+1,i}\) from the lower orders.

**First order.** For \(i\ne o\), the equation with \(n=0\) is \(D_i c_{1,i}=-V_{io}\). The right side vanishes for singles by the second rule and for ranks above two by the first. Hence \(c_1\) contains only doubles.

**Rank bound.** The coefficients \(c_n\) vanish on ranks above \(2n\). This holds for \(c_0\). If it holds through order \(n\), then \(Vc_n\) reaches at most rank \(2n+2\), and the other terms in the recursion contain only \(c_0,\dots,c_n\). So it holds at order \(n+1\).

**Fourth order.** Start from \(E_4=\sum_i V_{oi}c_{3,i}\). The term \(i=o\) vanishes, and elsewhere \(V_{oi}=V_{io}=-D_ic_{1,i}\), so

\[
E_4=-\sum_{i\ne o}c_{1,i}D_ic_{3,i}.
\]

For \(i\ne o\) the third-order equation is \(D_ic_{3,i}=-(Vc_2)_i+E_1c_{2,i}+E_2c_{1,i}\). Insert it, and restore \(i=o\) to the sum, which is harmless because \(c_{1,o}=0\):

\[
E_4=\sum_i\bigl[c_{1,i}(Vc_2)_i-E_1c_{1,i}c_{2,i}-E_2c_{1,i}^2\bigr].
\]

Symmetry of \(V\) gives \(\sum_i c_{1,i}(Vc_2)_i=\sum_i c_{2,i}(Vc_1)_i\). With \(R_i=((V-E_1)c_1)_i\), this becomes

\[
E_4=\sum_i c_{2,i}R_i-E_2\lVert c_1\rVert^2 .
\]

For \(i\ne o\) the second-order equation is \(D_ic_{2,i}=-R_i\), so \(c_{2,i}R_i=-R_i^2/D_i\). The reference drops out because \(c_{2,o}=0\), and ranks above four drop out by the rank bound. Therefore

\[
E_4=\sum_{r=1}^{4}E_4[r]-E_2\lVert c_1\rVert^2,\qquad
E_4[r]=-\sum_{\operatorname{rank} i=r}\frac{R_i^2}{D_i}.
\]

Each \(E_4[r]\) is nonpositive, since the gaps are positive. On a triple \(c_{1,i}=0\), so \(R_i\) reduces to the coupling with the doubles:

\[
E_4[3]=-\sum_{\operatorname{rank} i=3}\frac{1}{D_i}\Bigl(\sum_{\operatorname{rank} j=2}V_{ij}c_{1,j}\Bigr)^2 .
\]

## What the Lean statements say

The finite type `ι` is the set of basis states, and `IsExcitationModel rank o D V` collects the rules above. Its field `rank_ref` says that a state has rank 0 exactly when it is `o`. The value `D o` is left free, although physically it is zero; it has no effect on the energies or coefficients.

The coefficient \(c_{n,i}\) is `amp o D V n i`, defined by the recursion itself, so no solution is assumed. `energy o D V n` is \(E_n\), `residual` is \(R_i\), and `rankEnergy` is \(E_4[r]\). The parameter \(\lambda\) does not appear: the equations are stated coefficient by coefficient.

`order_equation` states the Schrödinger equation at every order from the first onward. `first_order_doubles` and `rank_bound` limit the ranks present in the wavefunction, and `fourth_order_energy` is the formula for \(E_4\). `rankEnergy_nonpos` and `triples_energy` give the sign and the triples expression.

The selection rules are hypotheses on a matrix and are not derived from an electronic Hamiltonian. Convergence of the series, complex matrix elements and degenerate references are not treated, nor is the cancellation between the quadruples and the norm term that underlies size consistency.

## The complete file

```lean
import Mathlib

open Matrix

namespace PerturbativeTriples

noncomputable section

variable {ι : Type*} [Fintype ι] [DecidableEq ι]

/-- A basis with excitation ranks and a single rank-0 reference `o`, positive excitation
gaps `D`, and a symmetric perturbation `V` that changes the rank by at most two and does not
couple the reference to singles. -/
structure IsExcitationModel (rank : ι → ℕ) (o : ι) (D : ι → ℝ) (V : Matrix ι ι ℝ) : Prop where
  rank_ref : ∀ i, rank i = 0 ↔ i = o
  gap_pos : ∀ i, i ≠ o → 0 < D i
  symm : ∀ i j, V i j = V j i
  coupling : ∀ i j, rank i + 2 < rank j → V i j = 0
  no_singles : ∀ i, rank i = 1 → V i o = 0

/-- The wavefunction coefficients of each order, from the Rayleigh-Schrödinger recursion in
intermediate normalization. -/
def amp (o : ι) (D : ι → ℝ) (V : Matrix ι ι ℝ) : ℕ → ι → ℝ
  | 0 => Pi.single o 1
  | n + 1 => fun i => if i = o then 0 else
      (-(V *ᵥ amp o D V n) i
        + ∑ k : Fin (n + 1), (V *ᵥ amp o D V k) o * amp o D V (n - k) i) / D i
termination_by n => n
decreasing_by all_goals omega

/-- The energy of each order, measured from the zeroth-order reference energy. -/
def energy (o : ι) (D : ι → ℝ) (V : Matrix ι ι ℝ) : ℕ → ℝ
  | 0 => 0
  | n + 1 => (V *ᵥ amp o D V n) o

/-- The component of `(V - E1) c1` on the basis state `i`. -/
def residual (o : ι) (D : ι → ℝ) (V : Matrix ι ι ℝ) (i : ι) : ℝ :=
  (V *ᵥ amp o D V 1) i - energy o D V 1 * amp o D V 1 i

/-- The sum of `-((V - E1) c1)² / D` over the basis states of excitation rank `r`. -/
def rankEnergy (rank : ι → ℕ) (o : ι) (D : ι → ℝ) (V : Matrix ι ι ℝ) (r : ℕ) : ℝ :=
  -∑ i with rank i = r, residual o D V i ^ 2 / D i

variable {rank : ι → ℕ} {o : ι} {D : ι → ℝ} {V : Matrix ι ι ℝ}

private lemma amp_zero : amp o D V 0 = Pi.single o 1 := by rw [amp]

private lemma amp_succ (n : ℕ) (i : ι) : amp o D V (n + 1) i = if i = o then 0 else
    (-(V *ᵥ amp o D V n) i
      + ∑ k ∈ Finset.range (n + 1), (V *ᵥ amp o D V k) o * amp o D V (n - k) i) / D i := by
  rw [amp, Finset.sum_range]

private lemma amp_ref (n : ℕ) : amp o D V (n + 1) o = 0 := by
  rw [amp_succ, if_pos rfl]

private lemma amp_zero_ne {i : ι} (hi : i ≠ o) : amp o D V 0 i = 0 := by
  rw [amp_zero]
  simp [hi]

/-- The recursion solves the Schrödinger equation at every order of perturbation theory from the
first onward. -/
theorem order_equation (h : IsExcitationModel rank o D V) (n : ℕ) (i : ι) :
    D i * amp o D V (n + 1) i + (V *ᵥ amp o D V n) i
      = ∑ k ∈ Finset.range (n + 1), energy o D V (k + 1) * amp o D V (n - k) i := by
  by_cases hi : i = o
  · -- on the reference only the zeroth-order coefficient survives
    have hz : ∑ k ∈ Finset.range n, energy o D V (k + 1) * amp o D V (n - k) o = 0 := by
      apply Finset.sum_eq_zero
      intro k hk
      have hk' := Finset.mem_range.1 hk
      obtain ⟨m, hm⟩ : ∃ m, n - k = m + 1 := ⟨n - k - 1, by omega⟩
      rw [hm, amp_ref, mul_zero]
    have h0 : amp o D V 0 o = 1 := by rw [amp_zero]; simp
    rw [hi, amp_ref, Finset.sum_range_succ, hz, Nat.sub_self, h0, mul_zero, zero_add,
      zero_add, mul_one]
    rfl
  · have hD : D i ≠ 0 := (h.gap_pos i hi).ne'
    have key : amp o D V (n + 1) i * D i = -(V *ᵥ amp o D V n) i
        + ∑ k ∈ Finset.range (n + 1), energy o D V (k + 1) * amp o D V (n - k) i := by
      rw [← eq_div_iff hD, amp_succ, if_neg hi]
      rfl
    linear_combination key

/-- Away from the reference, the first-order coefficient times the gap is minus the coupling
to the reference. -/
theorem first_order (h : IsExcitationModel rank o D V) {i : ι} (hi : i ≠ o) :
    D i * amp o D V 1 i = -V i o := by
  have h1 : D i * amp o D V 1 i + (V *ᵥ amp o D V 0) i = energy o D V 1 * amp o D V 0 i := by
    simpa using order_equation h 0 i
  have hv : (V *ᵥ amp o D V 0) i = V i o := by
    rw [amp_zero]
    simp [Matrix.mulVec, dotProduct, Pi.single_apply]
  rw [hv, amp_zero_ne hi] at h1
  linarith

/-- The first-order wavefunction contains only doubly excited states. -/
theorem first_order_doubles (h : IsExcitationModel rank o D V) {i : ι} (hr : rank i ≠ 2) :
    amp o D V 1 i = 0 := by
  by_cases hi : i = o
  · rw [hi]; exact amp_ref 0
  · have h0 : rank i ≠ 0 := fun e => hi ((h.rank_ref i).1 e)
    have ho : rank o = 0 := (h.rank_ref o).2 rfl
    have hV : V i o = 0 := by
      by_cases h1 : rank i = 1
      · exact h.no_singles i h1
      · rw [h.symm]; exact h.coupling o i (by omega)
    have hf := first_order h hi
    rw [hV, neg_zero] at hf
    exact (mul_eq_zero.1 hf).resolve_left (h.gap_pos i hi).ne'

/-- The wavefunction of order `n` contains no state of excitation rank above `2n`. -/
theorem rank_bound (h : IsExcitationModel rank o D V) (n : ℕ) :
    ∀ i, 2 * n < rank i → amp o D V n i = 0 := by
  induction n using Nat.strong_induction_on with
  | _ n ih =>
    intro i hr
    have hi : i ≠ o := fun e => by
      have := (h.rank_ref i).2 e
      omega
    cases n with
    | zero => exact amp_zero_ne hi
    | succ n =>
      -- one more application of V raises the rank by at most two
      have hv : (V *ᵥ amp o D V n) i = 0 := by
        change ∑ j, V i j * amp o D V n j = 0
        apply Finset.sum_eq_zero
        intro j _
        by_cases hj : 2 * n < rank j
        · rw [ih n (by omega) j hj, mul_zero]
        · rw [h.symm, h.coupling j i (by omega), zero_mul]
      have hs : ∑ k ∈ Finset.range (n + 1),
          (V *ᵥ amp o D V k) o * amp o D V (n - k) i = 0 := by
        apply Finset.sum_eq_zero
        intro k _
        rw [ih (n - k) (by omega) i (by omega), mul_zero]
      rw [amp_succ, if_neg hi, hv, hs]
      simp

/-- The fourth-order energy is the sum of the contributions of ranks one to four, minus the
second-order energy times the squared norm of the first-order wavefunction. -/
theorem fourth_order_energy (h : IsExcitationModel rank o D V) :
    energy o D V 4 = ∑ r ∈ Finset.Icc 1 4, rankEnergy rank o D V r
      - energy o D V 2 * ∑ i, amp o D V 1 i ^ 2 := by
  -- the third-order equation, contracted with the first-order wavefunction
  have h4 : energy o D V 4 = ∑ i, (amp o D V 1 i * (V *ᵥ amp o D V 2) i
      - energy o D V 1 * amp o D V 1 i * amp o D V 2 i
      - energy o D V 2 * amp o D V 1 i ^ 2) := by
    change ∑ i, V o i * amp o D V 3 i = _
    refine Finset.sum_congr rfl fun i _ => ?_
    by_cases hi : i = o
    · have a1 : amp o D V 1 o = 0 := amp_ref 0
      have a3 : amp o D V 3 o = 0 := amp_ref 2
      rw [hi, a1, a3]; ring
    · have h3 : D i * amp o D V 3 i + (V *ᵥ amp o D V 2) i = energy o D V 1 * amp o D V 2 i
          + energy o D V 2 * amp o D V 1 i + energy o D V 3 * amp o D V 0 i := by
        simpa [Finset.sum_range_succ] using order_equation h 2 i
      rw [amp_zero_ne hi] at h3
      rw [h.symm o i]
      linear_combination amp o D V 3 i * first_order h hi - amp o D V 1 i * h3
  -- V is moved to the first-order wavefunction
  have hs : ∑ i, amp o D V 1 i * (V *ᵥ amp o D V 2) i
      = ∑ i, amp o D V 2 i * (V *ᵥ amp o D V 1) i := by
    simp only [Matrix.mulVec, dotProduct, Finset.mul_sum]
    rw [Finset.sum_comm]
    refine Finset.sum_congr rfl fun i _ => Finset.sum_congr rfl fun j _ => ?_
    rw [h.symm j i]; ring
  -- the second-order equation, with ranks outside 1 to 4 absent
  have hr : ∑ i, amp o D V 2 i * residual o D V i
      = ∑ r ∈ Finset.Icc 1 4, rankEnergy rank o D V r := by
    simp only [rankEnergy, Finset.sum_filter]
    rw [Finset.sum_neg_distrib, Finset.sum_comm, ← Finset.sum_neg_distrib]
    refine Finset.sum_congr rfl fun i _ => ?_
    rw [Finset.sum_ite_eq]
    by_cases hi : i = o
    · have a2 : amp o D V 2 i = 0 := by rw [hi]; exact amp_ref 1
      have r0 := (h.rank_ref i).2 hi
      rw [a2, r0]; simp
    · have r0 : rank i ≠ 0 := fun e => hi ((h.rank_ref i).1 e)
      by_cases h5 : rank i ≤ 4
      · rw [if_pos (Finset.mem_Icc.2 ⟨by omega, h5⟩)]
        have h2 : D i * amp o D V 2 i + (V *ᵥ amp o D V 1) i
            = energy o D V 1 * amp o D V 1 i + energy o D V 2 * amp o D V 0 i := by
          simpa [Finset.sum_range_succ] using order_equation h 1 i
        rw [amp_zero_ne hi] at h2
        have hD : D i ≠ 0 := (h.gap_pos i hi).ne'
        have e : residual o D V i = -(D i * amp o D V 2 i) := by
          unfold residual
          linear_combination h2
        rw [e]
        field_simp
      · rw [if_neg (fun hm => h5 (Finset.mem_Icc.1 hm).2),
          rank_bound h 2 i (by omega)]
        simp
  rw [h4, ← hr, Finset.sum_sub_distrib, Finset.sum_sub_distrib, hs, Finset.mul_sum,
    ← Finset.sum_sub_distrib]
  congr 1
  refine Finset.sum_congr rfl fun i _ => ?_
  unfold residual
  ring

/-- The contribution of every nonzero excitation rank is nonpositive. -/
theorem rankEnergy_nonpos (h : IsExcitationModel rank o D V) {r : ℕ} (hr : r ≠ 0) :
    rankEnergy rank o D V r ≤ 0 := by
  unfold rankEnergy
  apply neg_nonpos.2
  apply Finset.sum_nonneg
  intro i hi
  have e : rank i = r := (Finset.mem_filter.1 hi).2
  have hio : i ≠ o := fun q => hr (e.symm.trans ((h.rank_ref i).2 q))
  exact div_nonneg (sq_nonneg _) (h.gap_pos i hio).le

/-- The triples contribution is determined by the coupling of the first-order doubles
to the triples, squared and divided by the triples gaps. -/
theorem triples_energy (h : IsExcitationModel rank o D V) :
    rankEnergy rank o D V 3 = -∑ i with rank i = 3,
      (∑ j with rank j = 2, V i j * amp o D V 1 j) ^ 2 / D i := by
  unfold rankEnergy
  congr 1
  refine Finset.sum_congr rfl fun i hi => ?_
  have e : rank i = 3 := (Finset.mem_filter.1 hi).2
  have hres : residual o D V i = ∑ j with rank j = 2, V i j * amp o D V 1 j := by
    unfold residual
    rw [first_order_doubles h (i := i) (by omega), mul_zero, sub_zero, Finset.sum_filter]
    change ∑ j, V i j * amp o D V 1 j = _
    refine Finset.sum_congr rfl fun j _ => ?_
    by_cases hj : rank j = 2
    · rw [if_pos hj]
    · rw [if_neg hj, first_order_doubles h hj, mul_zero]
  rw [hres]

/-- Ranks of a three-state model: the reference, one double and one triple. -/
def toyRank : Fin 3 → ℕ := ![0, 2, 3]

/-- Gaps of the three-state model. -/
def toyGap : Fin 3 → ℝ := ![0, 1, 1]

/-- Perturbation of the three-state model. -/
def toyV : Matrix (Fin 3) (Fin 3) ℝ := !![0, 1, 0; 1, 0, 2; 0, 2, 0]

/-- The three-state model satisfies all the rules, and its triples contribution is `-4`. -/
theorem excitationModel_witness : IsExcitationModel toyRank 0 toyGap toyV ∧
    rankEnergy toyRank 0 toyGap toyV 3 = -4 := by
  have hm : IsExcitationModel toyRank 0 toyGap toyV := by
    refine ⟨?_, ?_, ?_, ?_, ?_⟩
    · intro i; fin_cases i <;> simp [toyRank]
    · intro i hi; fin_cases i <;> simp_all [toyGap]
    · intro i j; fin_cases i <;> fin_cases j <;> simp [toyV]
    · intro i j hij; fin_cases i <;> fin_cases j <;> simp_all [toyRank, toyV]
    · intro i hi; fin_cases i <;> simp_all [toyRank]
  refine ⟨hm, ?_⟩
  have r0 : toyRank 0 = 0 := rfl
  have r1 : toyRank 1 = 2 := rfl
  have r2 : toyRank 2 = 3 := rfl
  have d1 : toyGap 1 = 1 := by simp [toyGap]
  have d2 : toyGap 2 = 1 := by simp [toyGap]
  have v1 : toyV 1 0 = 1 := by simp [toyV]
  have v2 : toyV 2 1 = 2 := by simp [toyV]
  have c1 : amp 0 toyGap toyV 1 1 = -1 := by
    have hf := first_order hm (i := 1) (by decide)
    rw [d1, v1] at hf
    linarith
  rw [triples_energy hm]
  norm_num [Finset.sum_filter, Fin.sum_univ_three, r0, r1, r2, d2, v2, c1]

end

end PerturbativeTriples
```

```lean
#print axioms PerturbativeTriples.fourth_order_energy
-- 'PerturbativeTriples.fourth_order_energy' depends on axioms: [propext, Classical.choice, Quot.sound]
#print axioms PerturbativeTriples.rankEnergy_nonpos
-- 'PerturbativeTriples.rankEnergy_nonpos' depends on axioms: [propext, Classical.choice, Quot.sound]
```

## How the proof follows the derivation

The private lemmas unfold the recursion and record the intermediate normalization. `order_equation` then separates the reference from the other states. On the reference, all terms of the sum but the last vanish; elsewhere, the division by \(D_i\) is undone.

`first_order` is the case \(n=0\), and `first_order_doubles` applies the two selection rules to it. `rank_bound` uses strong induction because the recursion for \(c_{n+1}\) involves all earlier orders, not only \(c_n\). Its step `hv` uses the fact that \(V\) raises the rank by at most two, and `hs` disposes of the energy terms.

The proof of `fourth_order_energy` has three parts:

- `h4` contracts the third-order equation with \(c_1\). Its `linear_combination` multiplies the first-order equation by \(c_{3,i}\) and subtracts \(c_{1,i}\) times the third-order equation, which eliminates the product \(D_ic_{1,i}c_{3,i}\).
- `hs` moves \(V\) from \(c_2\) to \(c_1\) by exchanging the two sums and using symmetry.
- `hr` replaces \(c_{2,i}R_i\) by \(-R_i^2/D_i\) and groups the states by rank. It treats the reference, ranks one to four and higher ranks separately; the last case calls `rank_bound`.

The closing lines combine these identities.

`rankEnergy_nonpos` is a sum of squares over positive gaps with a minus sign. `triples_energy` removes the \(E_1\) term on triples and restricts the matrix product to doubles, both by `first_order_doubles`.

Finally, `excitationModel_witness` checks every rule for the opening three-state model. It obtains the doubles coefficient \(-1\) from `first_order` and evaluates the triples contribution as \(-4\), so the hypotheses admit a model in which triples do contribute.
